# A driven two-level atom with decay has one steady state, less than half excited

Take a two-level atom driven on resonance, with Rabi frequency and decay rate both equal to 1, and let $p$ be its excited population. In a steady state the drive maintains a coherence proportional to the population difference $1-2p$, and through this coherence it moves population upwards at the net rate $1-2p$. Decay moves population down at the rate $p$. Balance requires $1-2p=p$, so $p=1/3$. A stronger drive raises $p$, but the upward flow stops at $p=1/2$ while decay continues. The problems below derive this balance for any drive, any detuning and any positive decay rate.

## The atom and its master equation

Index 0 is the ground state and index 1 the excited state. The density matrix $\rho$ obeys $\dot\rho=\mathcal L(\rho)$, and a matrix is stationary when $\mathcal L(\rho)=0$. With $\hbar=1$, Hamiltonian $H$ and jump operator $L$,

$$\mathcal L(\rho)=-i[H,\rho]+L\rho L^\dagger-\tfrac12\left(L^\dagger L\rho+\rho L^\dagger L\right).$$

```lean
import Mathlib

open Matrix
open scoped ComplexOrder

namespace ResonanceFluorescence

noncomputable section
```

In Lean, `lindblad` acts on every complex $2\times2$ matrix, whether or not it is Hermitian or positive.

```lean
/-- The Lindblad generator with Hamiltonian `H` and a single jump operator `L`,
in units with `ℏ = 1`. -/
def lindblad (H L ρ : Matrix (Fin 2) (Fin 2) ℂ) : Matrix (Fin 2) (Fin 2) ℂ :=
  (-Complex.I) • (H * ρ - ρ * H) + L * ρ * Lᴴ - (1 / 2 : ℂ) • (Lᴴ * L * ρ + ρ * (Lᴴ * L))
```

In the rotating frame, $H=\tfrac w2X+\tfrac\delta2Z$, with the Pauli matrices $X$ and $Z$, real Rabi frequency $w$ and real detuning $\delta$. Since $Z=\mathrm{diag}(1,-1)$ and the ground state comes first, $\delta$ is the drive frequency minus the transition frequency.

```lean
/-- The rotating-frame Hamiltonian `(w/2) X + (δ/2) Z` of a two-level atom with
Rabi frequency `w` and detuning `δ`. -/
def driveH (w δ : ℝ) : Matrix (Fin 2) (Fin 2) ℂ :=
  !![(δ : ℂ) / 2, (w : ℂ) / 2; (w : ℂ) / 2, -((δ : ℂ) / 2)]
```

The jump operator is $L=\sqrt g\,E_{01}$, where $E_{01}=|0\rangle\langle1|$. The postulated constant $g$ is the rate of spontaneous emission into an empty, memoryless environment. Thermal excitation and additional pure dephasing are left out, and the drive is treated in the rotating-wave approximation.

```lean
/-- The jump operator `√g E01` for decay from the excited state 1 to the ground state 0. -/
def jump (g : ℝ) : Matrix (Fin 2) (Fin 2) ℂ :=
  !![0, ((√g : ℝ) : ℂ); 0, 0]
```

`generator w δ g` combines these ingredients.

```lean
/-- The Lindblad generator of the driven, decaying two-level atom. -/
def generator (w δ g : ℝ) (ρ : Matrix (Fin 2) (Fin 2) ℂ) : Matrix (Fin 2) (Fin 2) ℂ :=
  lindblad (driveH w δ) (jump g) ρ
```

The matrix to be tested in part (b) also gets a name, `steadyState`.

```lean
/-- The explicit candidate for the steady state of the driven, decaying atom. -/
def steadyState (w δ g : ℝ) : Matrix (Fin 2) (Fin 2) ℂ :=
  ((g : ℂ) ^ 2 + 4 * (δ : ℂ) ^ 2 + 2 * (w : ℂ) ^ 2)⁻¹ •
    !![(g : ℂ) ^ 2 + 4 * (δ : ℂ) ^ 2 + (w : ℂ) ^ 2, (w : ℂ) * (2 * δ + Complex.I * g);
      (w : ℂ) * (2 * δ - Complex.I * g), (w : ℂ) ^ 2]
```

## (a) Populations and coherences

**Task.** For $g\ge0$, show that the entries of $\mathcal L(\rho)$ are

$$\begin{aligned}
\mathcal L(\rho)_{00}&=g\rho_{11}+\tfrac{iw}2(\rho_{01}-\rho_{10}),\\
\mathcal L(\rho)_{01}&=-\left(\tfrac g2+i\delta\right)\rho_{01}+\tfrac{iw}2(\rho_{00}-\rho_{11}),\\
\mathcal L(\rho)_{10}&=-\left(\tfrac g2-i\delta\right)\rho_{10}-\tfrac{iw}2(\rho_{00}-\rho_{11}),\\
\mathcal L(\rho)_{11}&=-g\rho_{11}-\tfrac{iw}2(\rho_{01}-\rho_{10}).
\end{aligned}$$

**Solution.** The commutator gives

$$-i[H,\rho]_{00}=-i\tfrac w2(\rho_{10}-\rho_{01}),\qquad
-i[H,\rho]_{01}=-i\delta\rho_{01}-i\tfrac w2(\rho_{11}-\rho_{00}).$$

Its 11 entry is minus the 00 entry, and its 10 entry is $i\delta\rho_{10}-\tfrac{iw}2(\rho_{00}-\rho_{11})$. For the decay, $L\rho L^\dagger=g\rho_{11}E_{00}$ and $L^\dagger L=gE_{11}$. The ground population therefore gains $g\rho_{11}$, the excited population loses the same amount, and each coherence decays at the rate $g/2$. Adding the two contributions gives the optical Bloch equations.

The Lean proof expands the products entry by entry. It needs $g\ge0$ for $\sqrt g\sqrt g=g$, which `hs` supplies to each `linear_combination`.

```lean
/-- Optical Bloch equations: the generator written out in populations and coherences. -/
theorem optical_bloch (w δ : ℝ) {g : ℝ} (hg : 0 ≤ g) (ρ : Matrix (Fin 2) (Fin 2) ℂ) :
    generator w δ g ρ =
      !![g * ρ 1 1 + Complex.I * w / 2 * (ρ 0 1 - ρ 1 0),
        -(g / 2 + Complex.I * δ) * ρ 0 1 + Complex.I * w / 2 * (ρ 0 0 - ρ 1 1);
        -(g / 2 - Complex.I * δ) * ρ 1 0 - Complex.I * w / 2 * (ρ 0 0 - ρ 1 1),
        -g * ρ 1 1 - Complex.I * w / 2 * (ρ 0 1 - ρ 1 0)] := by
  have hs : ((√g : ℝ) : ℂ) * ((√g : ℝ) : ℂ) = g := by
    rw [← Complex.ofReal_mul, Real.mul_self_sqrt hg]
  ext i j
  simp only [generator, lindblad, Matrix.sub_apply, Matrix.add_apply, Matrix.smul_apply,
    Matrix.mul_apply, Matrix.conjTranspose_apply, Fin.sum_univ_two]
  fin_cases i <;> fin_cases j <;> simp [driveH, jump]
  · linear_combination ρ 1 1 * hs
  · linear_combination (-(1 / 2) * ρ 0 1) * hs
  · linear_combination (-(1 / 2) * ρ 1 0) * hs
  · linear_combination (-ρ 1 1) * hs
```

## (b) The only stationary matrix of trace one

**Task.** Let $g>0$ and $N=g^2+4\delta^2+2w^2$. Show that $\operatorname{tr}\rho=1$ and $\mathcal L(\rho)=0$ hold together exactly when

$$\rho=\frac1N\begin{pmatrix}g^2+4\delta^2+w^2&w(2\delta+ig)\\ w(2\delta-ig)&w^2\end{pmatrix}.$$

**Solution.** Write $G=g^2+4\delta^2$ and $D=\rho_{00}-\rho_{11}$. The two coherence equations give

$$\rho_{01}=\frac{iwD}{g+2i\delta}=\frac{w(2\delta+ig)}G D,\qquad
\rho_{10}=\frac{-iwD}{g-2i\delta}=\frac{w(2\delta-ig)}G D.$$

Hence $\rho_{01}-\rho_{10}=2igwD/G$, and the 11 equation becomes $-g\rho_{11}+gw^2D/G=0$. Dividing by $g$ gives $G\rho_{11}=w^2D$. Trace one means $D=1-2\rho_{11}$, so $(G+2w^2)\rho_{11}=w^2$, that is, $\rho_{11}=w^2/N$. It follows that $\rho_{00}=(G+w^2)/N$ and $D=G/N$, and the coherences take the stated form.

Conversely, the stated matrix has trace $(G+2w^2)/N=1$. Its coherence difference is $2igw/N$, which makes both population equations vanish. Since $(g+2i\delta)(2\delta+ig)=iG$, the 01 equation reads $-iwG/(2N)+iwG/(2N)=0$. The 10 equation is its complex conjugate.

The Lean proof works with $N\rho$ to avoid fractions. `e11` eliminates the coherences, `e00` and `hD` use the trace, and `e01` and `e10` recover the coherences. In the converse direction the entries are substituted; $N^{-1}N=1$ gives the trace, and $i^2=-1$ finishes each of the four stationarity equations.

```lean
/-- With decay present, a matrix of trace one is stationary exactly when it is `steadyState`. -/
theorem stationary_iff (w δ : ℝ) {g : ℝ} (hg : 0 < g) (ρ : Matrix (Fin 2) (Fin 2) ℂ) :
    (ρ.trace = 1 ∧ generator w δ g ρ = 0) ↔ ρ = steadyState w δ g := by
  have hI : Complex.I ^ 2 = -1 := Complex.I_sq
  have hg0 : (g : ℂ) ≠ 0 := by exact_mod_cast hg.ne'
  have hG : (g : ℂ) ^ 2 + 4 * (δ : ℂ) ^ 2 ≠ 0 := by
    have h : g ^ 2 + 4 * δ ^ 2 ≠ 0 := by positivity
    exact_mod_cast h
  have hN : (g : ℂ) ^ 2 + 4 * (δ : ℂ) ^ 2 + 2 * (w : ℂ) ^ 2 ≠ 0 := by
    have h : g ^ 2 + 4 * δ ^ 2 + 2 * w ^ 2 ≠ 0 := by positivity
    exact_mod_cast h
  rw [optical_bloch w δ hg.le]
  constructor
  · rintro ⟨ht, h⟩
    rw [Matrix.trace_fin_two] at ht
    have h01 : -(g / 2 + Complex.I * δ) * ρ 0 1
        + Complex.I * w / 2 * (ρ 0 0 - ρ 1 1) = 0 := congrFun (congrFun h 0) 1
    have h10 : -(g / 2 - Complex.I * δ) * ρ 1 0
        - Complex.I * w / 2 * (ρ 0 0 - ρ 1 1) = 0 := congrFun (congrFun h 1) 0
    have h11 : -g * ρ 1 1 - Complex.I * w / 2 * (ρ 0 1 - ρ 1 0) = 0 :=
      congrFun (congrFun h 1) 1
    generalize hNd : (g : ℂ) ^ 2 + 4 * (δ : ℂ) ^ 2 + 2 * (w : ℂ) ^ 2 = N at hN
    -- eliminating the coherences fixes the excited population
    have e11 : N * ρ 1 1 = (w : ℂ) ^ 2 := by
      have h0 : (g : ℂ) * ((w : ℂ) ^ 2 - N * ρ 1 1) = 0 := by
        rw [← hNd]
        linear_combination ((g : ℂ) ^ 2 + 4 * (δ : ℂ) ^ 2) * h11
          - 2 * Complex.I * w * ((g / 2 - Complex.I * δ) * h01 - (g / 2 + Complex.I * δ) * h10)
          - g * (w : ℂ) ^ 2 * ht
          + (2 * Complex.I * w * (δ : ℂ) ^ 2 * (ρ 0 1 - ρ 1 0)
            + (w : ℂ) ^ 2 * g * (ρ 0 0 - ρ 1 1)) * hI
      exact (sub_eq_zero.mp ((mul_eq_zero.mp h0).resolve_left hg0)).symm
    have e00 : N * ρ 0 0 = (g : ℂ) ^ 2 + 4 * (δ : ℂ) ^ 2 + (w : ℂ) ^ 2 := by
      linear_combination N * ht - e11 - hNd
    have hD : N * (ρ 0 0 - ρ 1 1) = (g : ℂ) ^ 2 + 4 * (δ : ℂ) ^ 2 := by
      linear_combination e00 - e11
    -- the population difference then fixes both coherences
    have e01 : N * ρ 0 1 = (w : ℂ) * (2 * δ + Complex.I * g) := by
      apply mul_left_cancel₀ hG
      linear_combination (-4 * N * (g / 2 - Complex.I * δ)) * h01
        + Complex.I * w * (g - 2 * Complex.I * δ) * hD
        + (4 * N * (δ : ℂ) ^ 2 * ρ 0 1
          - 2 * ((g : ℂ) ^ 2 + 4 * (δ : ℂ) ^ 2) * w * δ) * hI
    have e10 : N * ρ 1 0 = (w : ℂ) * (2 * δ - Complex.I * g) := by
      apply mul_left_cancel₀ hG
      linear_combination (-4 * N * (g / 2 + Complex.I * δ)) * h10
        - Complex.I * w * (g + 2 * Complex.I * δ) * hD
        + (4 * N * (δ : ℂ) ^ 2 * ρ 1 0
          - 2 * ((g : ℂ) ^ 2 + 4 * (δ : ℂ) ^ 2) * w * δ) * hI
    have key : N • ρ = !![(g : ℂ) ^ 2 + 4 * (δ : ℂ) ^ 2 + (w : ℂ) ^ 2,
        (w : ℂ) * (2 * δ + Complex.I * g);
        (w : ℂ) * (2 * δ - Complex.I * g), (w : ℂ) ^ 2] := by
      ext i j
      fin_cases i <;> fin_cases j
      exacts [e00, e01, e10, e11]
    rw [steadyState, hNd, ← key, inv_smul_smul₀ hN]
  · rintro rfl
    generalize hk : ((g : ℂ) ^ 2 + 4 * (δ : ℂ) ^ 2 + 2 * (w : ℂ) ^ 2)⁻¹ = k
    have r00 : steadyState w δ g 0 0 = k * ((g : ℂ) ^ 2 + 4 * (δ : ℂ) ^ 2 + (w : ℂ) ^ 2) := by
      rw [← hk]; rfl
    have r01 : steadyState w δ g 0 1 = k * ((w : ℂ) * (2 * δ + Complex.I * g)) := by
      rw [← hk]; rfl
    have r10 : steadyState w δ g 1 0 = k * ((w : ℂ) * (2 * δ - Complex.I * g)) := by
      rw [← hk]; rfl
    have r11 : steadyState w δ g 1 1 = k * (w : ℂ) ^ 2 := by
      rw [← hk]; rfl
    constructor
    · rw [Matrix.trace_fin_two, r00, r11]
      have h1 := inv_mul_cancel₀ hN
      rw [hk] at h1
      linear_combination h1
    · rw [r00, r01, r10, r11]
      ext i j
      fin_cases i <;> fin_cases j
      · change (g : ℂ) * _ + Complex.I * w / 2 * (_ - _) = 0
        linear_combination k * g * (w : ℂ) ^ 2 * hI
      · change -((g : ℂ) / 2 + Complex.I * δ) * _ + Complex.I * w / 2 * (_ - _) = 0
        linear_combination (-k * w * g * δ) * hI
      · change -((g : ℂ) / 2 - Complex.I * δ) * _ - Complex.I * w / 2 * (_ - _) = 0
        linear_combination (-k * w * g * δ) * hI
      · change -(g : ℂ) * _ - Complex.I * w / 2 * (_ - _) = 0
        linear_combination (-k * g * (w : ℂ) ^ 2) * hI
```

## (c) A genuine density matrix

**Task.** For $g>0$, show that the matrix $\rho$ found in (b) satisfies

$$\rho\ge0,\qquad \operatorname{tr}\rho=1.$$

**Solution.** Put

$$A=\begin{pmatrix}2\delta+ig&w\\w&0\end{pmatrix}.$$

Multiplication gives $\rho=AA^\dagger/N$. For every vector $v$, $v^\dagger\rho v=\|A^\dagger v\|^2/N\ge0$, because $N>0$. The trace is known from (b).

In Lean, `PosSemidef` includes Hermiticity. `hA` is the factorisation and `hk` the sign of the prefactor.

```lean
/-- For `g > 0`, `steadyState` is a density matrix: positive semidefinite with trace one. -/
theorem steadyState_density (w δ : ℝ) {g : ℝ} (hg : 0 < g) :
    (steadyState w δ g).PosSemidef ∧ (steadyState w δ g).trace = 1 := by
  refine ⟨?_, ((stationary_iff w δ hg _).mpr rfl).1⟩
  -- up to normalisation the steady state is `A * Aᴴ`
  let A : Matrix (Fin 2) (Fin 2) ℂ := !![2 * (δ : ℂ) + Complex.I * g, (w : ℂ); (w : ℂ), 0]
  have hA : !![(g : ℂ) ^ 2 + 4 * (δ : ℂ) ^ 2 + (w : ℂ) ^ 2, (w : ℂ) * (2 * δ + Complex.I * g);
      (w : ℂ) * (2 * δ - Complex.I * g), (w : ℂ) ^ 2] = A * Aᴴ := by
    ext i j
    have h2 : (starRingEnd ℂ) 2 = 2 := Complex.ext (by simp) (by simp)
    fin_cases i <;> fin_cases j <;>
      simp [A, Matrix.mul_apply, Fin.sum_univ_two, h2, -mul_eq_mul_left_iff]
    · linear_combination (g : ℂ) ^ 2 * Complex.I_sq
    all_goals ring
  have hk : (0 : ℂ) ≤ ((g : ℂ) ^ 2 + 4 * (δ : ℂ) ^ 2 + 2 * (w : ℂ) ^ 2)⁻¹ := by
    have h : (0 : ℝ) ≤ (g ^ 2 + 4 * δ ^ 2 + 2 * w ^ 2)⁻¹ := by positivity
    exact_mod_cast h
  rw [steadyState, hA]
  exact (Matrix.posSemidef_self_mul_conjTranspose A).smul hk
```

## (d) The excited population as a real number

**Task.** Read off the excited population of `steadyState`:

$$\rho_{11}=\frac{w^2}{g^2+4\delta^2+2w^2}.$$

**Solution.** This is the lower right entry $w^2$ divided by $N$, and every quantity in it is real.

The Lean equation places the real quotient inside the complex numbers. It carries no condition on $g$ because it only evaluates a definition; its reading as the unique steady population comes from (b) and needs $g>0$.

```lean
/-- The lower right entry of `steadyState w δ g` is the real number `w² / (g² + 4δ² + 2w²)`. -/
theorem steadyState_population (w δ g : ℝ) :
    steadyState w δ g 1 1 = ((w ^ 2 / (g ^ 2 + 4 * δ ^ 2 + 2 * w ^ 2) : ℝ) : ℂ) := by
  change ((g : ℂ) ^ 2 + 4 * (δ : ℂ) ^ 2 + 2 * (w : ℂ) ^ 2)⁻¹ * (w : ℂ) ^ 2 = _
  push_cast
  rw [div_eq_mul_inv, mul_comm]
```

## (e) Every steady population a drive can reach

**Task.** Fix $\delta$ and $g>0$. Show that

$$\{\rho_{11}(w):w\in\mathbb R\}=[0,\tfrac12).$$

**Solution.** With $G=g^2+4\delta^2>0$, the population $w^2/(G+2w^2)$ is non-negative, and it is below $1/2$ because $2w^2<G+2w^2$. Conversely, given $0\le p<1/2$, choose

$$w=\sqrt{\frac{pG}{1-2p}}.$$

Then $w^2(1-2p)=pG$, so $w^2=p(G+2w^2)$ and the population is $p$.

`Set.range` collects the values over all real drives, and `Set.Ico` is the half-open interval. The two directions of the Lean proof are the two halves of this argument.

```lean
/-- At fixed detuning and fixed positive decay rate, the steady excited populations reached by
varying the drive are exactly the numbers from 0 up to, but not including, 1/2. -/
theorem population_range (δ : ℝ) {g : ℝ} (hg : 0 < g) :
    Set.range (fun w : ℝ => (steadyState w δ g 1 1).re) = Set.Ico 0 (1 / 2) := by
  have hp : ∀ w : ℝ, (steadyState w δ g 1 1).re
      = w ^ 2 / (g ^ 2 + 4 * δ ^ 2 + 2 * w ^ 2) := fun w => by
    rw [steadyState_population, Complex.ofReal_re]
  have hG : 0 < g ^ 2 + 4 * δ ^ 2 := by positivity
  ext p
  simp only [Set.mem_range, Set.mem_Ico, hp]
  constructor
  · rintro ⟨w, rfl⟩
    have hN : 0 < g ^ 2 + 4 * δ ^ 2 + 2 * w ^ 2 := by positivity
    refine ⟨by positivity, ?_⟩
    rw [div_lt_iff₀ hN]
    linarith
  · rintro ⟨h0, h1⟩
    have hq : 0 < 1 - 2 * p := by linarith
    -- the drive strength that produces the population `p`
    obtain ⟨w, hw⟩ : ∃ w : ℝ, w ^ 2 * (1 - 2 * p) = p * (g ^ 2 + 4 * δ ^ 2) := by
      refine ⟨√(p * (g ^ 2 + 4 * δ ^ 2) / (1 - 2 * p)), ?_⟩
      rw [Real.sq_sqrt (div_nonneg (mul_nonneg h0 hG.le) hq.le), div_mul_cancel₀ _ hq.ne']
    have hN : g ^ 2 + 4 * δ ^ 2 + 2 * w ^ 2 ≠ 0 := by positivity
    refine ⟨w, ?_⟩
    rw [div_eq_iff hN]
    linear_combination hw
```

## (f) On resonance

**Task.** Let $\delta=0$ and $g>0$. Show that there is exactly one stationary matrix of trace one, and that it satisfies

$$\rho_{11}=\frac{w^2}{g^2+2w^2}<\frac12.$$

**Solution.** Existence and uniqueness are the two directions of (b). Setting $\delta=0$ in (d) gives the population, and (e) gives the bound.

In Lean, `∃!` expresses unique existence among all complex matrices. The second clause applies to any $\rho$ that meets the two conditions, and the inequality uses `.re` because $\rho_{11}$ has complex type.

The steady state of this model therefore has no population inversion. Before the steady state is reached, a strong drive can still carry the excited population above $1/2$ for a while. The formula gives a value against which a master-equation code can be checked. Resonance fluorescence, after which the Lean theorem is named, is the light that the driven atom scatters. Its spectrum requires two-time correlations; the theorem concerns the atomic steady state alone, and not the approach to it in time.

```lean
/-- On resonance and for `g > 0`, the generator has exactly one stationary matrix of trace one, and
its excited population is `w² / (g² + 2w²)`, which is below 1/2. -/
theorem resonance_fluorescence (w : ℝ) {g : ℝ} (hg : 0 < g) :
    (∃! ρ : Matrix (Fin 2) (Fin 2) ℂ, ρ.trace = 1 ∧ generator w 0 g ρ = 0) ∧
    ∀ ρ : Matrix (Fin 2) (Fin 2) ℂ, ρ.trace = 1 → generator w 0 g ρ = 0 →
      ρ 1 1 = ((w ^ 2 / (g ^ 2 + 2 * w ^ 2) : ℝ) : ℂ) ∧ (ρ 1 1).re < 1 / 2 := by
  refine ⟨⟨steadyState w 0 g, (stationary_iff w 0 hg _).mpr rfl,
    fun σ hσ => (stationary_iff w 0 hg σ).mp hσ⟩, fun ρ ht h => ?_⟩
  obtain rfl := (stationary_iff w 0 hg ρ).mp ⟨ht, h⟩
  constructor
  · rw [steadyState_population]
    congr 2
    ring
  · have hmem : (steadyState w 0 g 1 1).re ∈ Set.Ico (0 : ℝ) (1 / 2) := by
      rw [← population_range 0 hg]
      exact ⟨w, rfl⟩
    exact hmem.2
```

## (g) Without decay

**Task.** Set $g=0$. Show that for every real $s$ the matrix $\rho_s=\tfrac12I+sH$ satisfies

$$\operatorname{tr}\rho_s=1,\qquad \mathcal L(\rho_s)=0.$$

**Solution.** $H$ is traceless, so $\operatorname{tr}\rho_s=1$. The jump operator vanishes, and $\rho_s$ commutes with $H$, so nothing remains of $\mathcal L(\rho_s)$. The eigenvalues of $H$ are $\pm\tfrac12\sqrt{w^2+\delta^2}$, so $\rho_s$ is a density matrix exactly when $|s|\sqrt{w^2+\delta^2}\le1$. If $w$ and $\delta$ are not both zero, different $s$ in this range give different density matrices and uniqueness fails. On resonance all of them have excited population exactly $1/2$, so the strict bound of (f) fails as well.

In the Lean proof, `hL` removes the jump operator and `hc` is the vanishing commutator.

```lean
/-- Without decay, every matrix `I/2 + s H` has trace one and is stationary. -/
theorem undamped_stationary (w δ s : ℝ) :
    ((1 / 2 : ℂ) • (1 : Matrix (Fin 2) (Fin 2) ℂ) + (s : ℂ) • driveH w δ).trace = 1 ∧
    generator w δ 0 ((1 / 2 : ℂ) • (1 : Matrix (Fin 2) (Fin 2) ℂ) + (s : ℂ) • driveH w δ)
      = 0 := by
  constructor
  · simp [Matrix.trace_fin_two, driveH]
  · have hL : jump 0 = 0 := by
      ext i j
      fin_cases i <;> fin_cases j <;> simp [jump]
    -- such a matrix commutes with the Hamiltonian
    have hc : driveH w δ * ((1 / 2 : ℂ) • (1 : Matrix (Fin 2) (Fin 2) ℂ) + (s : ℂ) • driveH w δ)
        - ((1 / 2 : ℂ) • (1 : Matrix (Fin 2) (Fin 2) ℂ) + (s : ℂ) • driveH w δ) * driveH w δ
        = 0 := by
      simp [mul_add, add_mul]
    rw [generator, lindblad, hL, hc]
    simp

end

end ResonanceFluorescence
```

```lean
#print axioms ResonanceFluorescence.steadyState_density
-- 'ResonanceFluorescence.steadyState_density' depends on axioms: [propext, Classical.choice, Quot.sound]
#print axioms ResonanceFluorescence.resonance_fluorescence
-- 'ResonanceFluorescence.resonance_fluorescence' depends on axioms: [propext, Classical.choice, Quot.sound]
#print axioms ResonanceFluorescence.undamped_stationary
-- 'ResonanceFluorescence.undamped_stationary' depends on axioms: [propext, Classical.choice, Quot.sound]
```
